# Imaginary-time propagation under an exchange-invariant Hamiltonian keeps bosonic wavefunctions bosonic

Let the permutations of `N` particles act on a finite set of configurations, and let `H` be a real Hamiltonian matrix whose elements are unchanged when the same permutation acts on both configurations. The theorem `boltzmann_preserves` states that, for every real `β`, the matrix `exp(-βH)` takes each real wavefunction unchanged by all particle permutations to another such wavefunction. The wavefunctions need not be normalised, and `H` may include interactions. The proof first shows by induction that every power of `-βH` has the same exchange invariance, then carries this over to the exponential through its power series, entry by entry. Finally it relabels the sum over configurations that gives the propagated wavefunction.

The first attempt, which Lean rejects:

```lean
import Mathlib

noncomputable section

namespace BoltzmannPreserves

/-- The Hamiltonian matrix is unchanged when the same particle permutation acts on both
configurations. -/
def ExchangeInvariant (N : ℕ) {C : Type*} [MulAction (Equiv.Perm (Fin N)) C]
    (H : Matrix C C ℝ) : Prop :=
  ∀ (g : Equiv.Perm (Fin N)) (x y : C), H (g • x) (g • y) = H x y

/-- The bosonic space: real wavefunctions unchanged by every particle permutation. -/
def symmetricSubspace (N : ℕ) (C : Type*) [MulAction (Equiv.Perm (Fin N)) C] :
    Submodule ℝ (C → ℝ) where
  carrier := {ψ | ∀ (g : Equiv.Perm (Fin N)) (x : C), ψ (g • x) = ψ x}
  add_mem' := fun ha hb g x => by simp only [Pi.add_apply, ha g x, hb g x]
  zero_mem' := fun _ _ => rfl
  smul_mem' := fun c _ ha g x => by simp only [Pi.smul_apply, ha g x]

variable {C : Type*} [Fintype C] [DecidableEq C]

/-- The imaginary-time propagator `exp(-βH)`. -/
def boltzmann (β : ℝ) (H : Matrix C C ℝ) : Matrix C C ℝ :=
  NormedSpace.exp ((-β) • H)

/-- Each matrix element of an exponential is the sum of the matrix elements of its power
series. -/
theorem hasSum_exp_entry (A : Matrix C C ℝ) (x y : C) :
    HasSum (fun n : ℕ => ((n.factorial : ℝ)⁻¹ • A ^ n) x y) (NormedSpace.exp A x y) := by
  let _ : NormedRing (Matrix C C ℝ) := Matrix.linftyOpNormedRing
  let _ : NormedAlgebra ℝ (Matrix C C ℝ) := Matrix.linftyOpNormedAlgebra
  have : CompleteSpace (Matrix C C ℝ) := FiniteDimensional.complete ℝ _
  have h := NormedSpace.exp_series_hasSum_exp' (𝕂 := ℝ) A
  exact h.map (Matrix.entryAddMonoidHom ℝ x y) (continuous_id.matrix_elem x y)

variable {N : ℕ} [MulAction (Equiv.Perm (Fin N)) C]

/-- The propagator of an exchange-invariant Hamiltonian maps bosonic wavefunctions to bosonic
wavefunctions. -/
theorem boltzmann_preserves {H : Matrix C C ℝ} (hH : ExchangeInvariant N H) (β : ℝ) :
    ∀ ψ ∈ symmetricSubspace N C,
      Matrix.toLin' (boltzmann β H) ψ ∈ symmetricSubspace N C := by
  intro ψ hψ g x
  have hpow : ∀ (n : ℕ) a b, (((-β) • H) ^ n) (g • a) (g • b) = (((-β) • H) ^ n) a b := by
    intro n
    induction n with
    | zero => intro a b; simp [Matrix.one_apply]
    | succ n ih =>
      intro a b
      rw [pow_succ, Matrix.mul_apply, Matrix.mul_apply]
      refine (Equiv.sum_comp (MulAction.toPerm g) _).symm.trans
        (Finset.sum_congr rfl fun z _ => ?_)
      simp only [MulAction.toPerm_apply, ih, Matrix.smul_apply, hH g z b]
  have hE : ∀ a b, boltzmann β H (g • a) (g • b) = boltzmann β H a b := by
    intro a b
    refine (hasSum_exp_entry _ (g • a) (g • b)).unique ?_
    simpa only [Matrix.smul_apply _ (_ ^ _), hpow] using hasSum_exp_entry ((-β) • H) a b
  simp only [Matrix.toLin'_apply, Matrix.mulVec, dotProduct]
  refine (Equiv.sum_comp (MulAction.toPerm g) _).symm.trans
    (Finset.sum_congr rfl fun z _ => ?_)
  simp only [MulAction.toPerm_apply, hE, hψ g z]

end BoltzmannPreserves
```

Messages:

```
Main.lean:58:4: error: Type mismatch: After simplification, term
  hasSum_exp_entry (-β • H) a b
 has type
  @HasSum ℝ ℕ Real.instAddCommMonoid PseudoMetricSpace.toUniformSpace.toTopologicalSpace
    (fun n => (↑n.factorial)⁻¹ • ((-β • H) ^ n) a b) (NormedSpace.exp (-β • H) a b) (SummationFilter.unconditional ℕ)
but is expected to have type
  @HasSum ℝ ℕ Real.instAddCommMonoid PseudoMetricSpace.toUniformSpace.toTopologicalSpace
    (fun n => (↑n.factorial)⁻¹ • ((-β • H) ^ n) a b) (boltzmann β H a b) (SummationFilter.unconditional ℕ)
```

After these edits no error is left:

```diff
@@ -56,5 +56,6 @@
     intro a b
     refine (hasSum_exp_entry _ (g • a) (g • b)).unique ?_
-    simpa only [Matrix.smul_apply _ (_ ^ _), hpow] using hasSum_exp_entry ((-β) • H) a b
+    simpa only [boltzmann, Matrix.smul_apply _ (_ ^ _), hpow] using
+      hasSum_exp_entry ((-β) • H) a b
   simp only [Matrix.toLin'_apply, Matrix.mulVec, dotProduct]
   refine (Equiv.sum_comp (MulAction.toPerm g) _).symm.trans
```

The error comes at the step from the powers to the exponential, where two series have to be matched. After simplification their terms agree, and the only difference left is in the value of the sum: the supplied fact has `NormedSpace.exp (-β • H) a b`, while the goal has `boltzmann β H a b`.

These are equal by definition, since `boltzmann β H` is defined as that exponential. But `simpa only` simplifies with just the facts it is given, and `boltzmann` was not among them, so the name stayed folded in the goal. The comparison that followed did not unfold it either, and Lean reported a type mismatch.

The repair adds `boltzmann` to the list, so that the goal's sum is rewritten as the exponential and the two statements agree. Moving the term after `using` to a new line is mere tidying.
